# At T > 0, the free energy of fixed levels rises by at least 2T‖f − f0‖² from Fermi-Dirac occupations f0 to any occupations f of equal particle number

My SCF loop has two levels that almost touch at the Fermi energy. With integer occupations, a tiny shift moves a whole electron from one to the other, the new density reverses their order, and the loop oscillates. Fermi-Dirac smearing calms it. I know that the Fermi-Dirac occupations minimise the free energy at fixed particle number, but a minimum can be very flat. Is there a guaranteed curvature, and does it limit how far the occupations move when the levels shift?

## Curvature 2T and a response of at most 1/(4T)

Yes to both, for finitely many levels at a temperature T > 0. For given levels and a given particle number, the free energy grows at least quadratically with the distance from the Fermi-Dirac vector. If the levels change at fixed particle number, the occupations change by at most 1/(4T) times as much, in Euclidean norm.

Let e(i) be the levels, f(i) occupations in [0,1], and T the temperature in energy units. Write

s(x) = x log x + (1 − x) log(1 − x), with 0 log 0 = 0,

A(f) = Σ e(i) f(i) + T Σ s(f(i)).

The Fermi-Dirac vector at chemical potential μ is f0(i) = 1/(1 + exp((e(i) − μ)/T)). Its entries lie strictly between 0 and 1. Dividing f0(i) by 1 − f0(i) gives exp(−(e(i) − μ)/T), so with L(x) = log x − log(1 − x),

T L(f0(i)) = μ − e(i).

The function L is the derivative of s on (0,1), and its own slope is at least 4:

L′(x) − 4 = 1/x + 1/(1 − x) − 4 = (1 − 2x)² / (x(1 − x)) ≥ 0.

Fix p in (0,1) and consider

h(x) = s(x) − L(p)(x − p) − 2(x − p)².

Its derivative, L(x) − L(p) − 4(x − p), is at most 0 to the left of p and at least 0 to the right. Since h is continuous on [0,1], h(x) ≥ h(p) = s(p) even at the endpoints. Hence

s(x) − s(p) ≥ L(p)(x − p) + 2(x − p)².

Take x = f(i) and p = f0(i), multiply by T, add the band energy and sum. With d(i) = f(i) − f0(i),

A(f) − A(f0) ≥ Σ [e(i) + T L(f0(i))] d(i) + 2T Σ d(i)² = μ Σ d(i) + 2T Σ d(i)².

Equal particle numbers mean Σ d(i) = 0, which leaves the bound 2T Σ d(i)².

For the response, let g be the Fermi-Dirac vector of shifted levels e′(i), with its own μ′ but the same particle number and T. Use g as a trial vector for e, and f0 as a trial vector for e′. When the two bounds are added, the entropies cancel:

4T Σ (g(i) − f0(i))² ≤ −Σ (e′(i) − e(i))(g(i) − f0(i)).

Write D = Σ (g(i) − f0(i))². Completing the square gives

0 ≤ Σ [e′(i) − e(i) + 4T(g(i) − f0(i))]² ≤ Σ (e′(i) − e(i))² − 32T² D + 16T² D,

so (4T)² D ≤ Σ (e′(i) − e(i))².

Two degenerate levels sharing one particle show how sharp the curvature is. There f0 = (1/2, 1/2), and for f = (1/2 + t, 1/2 − t) a Taylor expansion gives A(f) − A(f0) = 4Tt² + O(t⁴), while the bound is exactly 4Tt². A larger constant than 2T would therefore fail for small t.

In the Lean file, the finite type `ι` labels the levels. Each holds at most one electron, so a spatial orbital with two spins counts as two labels. `negEntropy` is s, the negative of the usual mixing entropy in units of k_B; `freeEnergy T e f` is A(f); and `fermi T μ e` is f0. In `freeEnergy_gap`, `hT` says that T is positive, `hf` puts every occupation in [0,1], and `hN` equates the particle numbers, which need not be integers. The squared norm is written as a sum of squares.

`fermi_response` and `fermi_lipschitz` state the two response inequalities, the second in squared form. They take both chemical potentials as given and assume that the particle numbers agree; finding μ for a prescribed number is a separate problem.

```lean
import Mathlib

open Finset

namespace FiniteTemperatureAufbau

noncomputable section

variable {ι : Type*} [Fintype ι]

/-- The negative mixing entropy `x log x + (1 - x) log (1 - x)` of one level with
occupation `x` in `[0, 1]`, where `0 log 0 = 0`. -/
def negEntropy (x : ℝ) : ℝ := x * Real.log x + (1 - x) * Real.log (1 - x)

/-- The free energy of the occupations `f` of the levels `e` at temperature `T`:
band energy plus `T` times the negative mixing entropy. -/
def freeEnergy (T : ℝ) (e f : ι → ℝ) : ℝ :=
  ∑ i, e i * f i + T * ∑ i, negEntropy (f i)

/-- The Fermi-Dirac occupations of the levels `e` at temperature `T ≠ 0` and chemical
potential `μ`. -/
def fermi (T μ : ℝ) (e : ι → ℝ) (i : ι) : ℝ := 1 / (1 + Real.exp ((e i - μ) / T))

omit [Fintype ι] in
/-- Every Fermi-Dirac occupation lies strictly between zero and one. -/
theorem fermi_mem_Ioo (T μ : ℝ) (e : ι → ℝ) (i : ι) :
    fermi T μ e i ∈ Set.Ioo (0 : ℝ) 1 := by
  have h := Real.exp_pos ((e i - μ) / T)
  unfold fermi
  constructor
  · positivity
  · rw [div_lt_one (by positivity)]
    linarith

omit [Fintype ι] in
/-- At `T > 0` the log-odds of a Fermi-Dirac occupation, times `T`, is the depth of the
level below the chemical potential. -/
theorem fermi_logOdds {T : ℝ} (hT : 0 < T) (μ : ℝ) (e : ι → ℝ) (i : ι) :
    T * (Real.log (fermi T μ e i) - Real.log (1 - fermi T μ e i)) = μ - e i := by
  have hne : 1 + Real.exp ((e i - μ) / T) ≠ 0 := by positivity
  have h1 : 1 - 1 / (1 + Real.exp ((e i - μ) / T))
      = Real.exp ((e i - μ) / T) / (1 + Real.exp ((e i - μ) / T)) := by
    rw [eq_div_iff hne, sub_mul, div_mul_cancel₀ _ hne]
    ring
  have ha : T * ((e i - μ) / T) = e i - μ := by field_simp
  unfold fermi
  rw [h1, Real.log_div one_ne_zero hne, Real.log_div (Real.exp_ne_zero _) hne,
    Real.log_exp, Real.log_one]
  linear_combination -ha

/-- Between two occupations `x ≤ y` strictly inside `(0, 1)`, the log-odds grows by at
least four times the difference of the occupations. -/
theorem logOdds_gap {x y : ℝ} (hx : 0 < x) (hxy : x ≤ y) (hy : y < 1) :
    4 * (y - x) ≤
      (Real.log y - Real.log (1 - y)) - (Real.log x - Real.log (1 - x)) := by
  have hd : ∀ z ∈ Set.Ioo (0 : ℝ) 1,
      HasDerivAt (fun z : ℝ => Real.log z - Real.log (1 - z) - 4 * z)
        (1 / z + 1 / (1 - z) - 4) z := by
    intro z hz
    have h1 := Real.hasDerivAt_log hz.1.ne'
    have h2 := ((hasDerivAt_id' z).const_sub 1).log (sub_pos.mpr hz.2).ne'
    exact ((h1.fun_sub h2).fun_sub ((hasDerivAt_id' z).const_mul 4)).congr_deriv (by ring)
  have hm : MonotoneOn (fun z : ℝ => Real.log z - Real.log (1 - z) - 4 * z)
      (Set.Ioo (0 : ℝ) 1) := by
    apply monotoneOn_of_deriv_nonneg (convex_Ioo 0 1)
    · exact fun z hz => (hd z hz).continuousAt.continuousWithinAt
    · rw [interior_Ioo]
      exact fun z hz => (hd z hz).differentiableAt.differentiableWithinAt
    · rw [interior_Ioo]
      intro z hz
      have h0 : z ≠ 0 := hz.1.ne'
      have h1 : 1 - z ≠ 0 := (sub_pos.mpr hz.2).ne'
      -- the slope minus four is a perfect square divided by a positive number
      have hs : 1 / z + 1 / (1 - z) - 4 = (1 - 2 * z) ^ 2 / (z * (1 - z)) := by
        rw [eq_div_iff (mul_ne_zero h0 h1)]
        linear_combination (1 - z) * (one_div_mul_cancel h0) + z * (one_div_mul_cancel h1)
      rw [(hd z hz).deriv, hs]
      exact div_nonneg (sq_nonneg _) (mul_pos hz.1 (sub_pos.mpr hz.2)).le
  have h := hm ⟨hx, hxy.trans_lt hy⟩ ⟨hx.trans_le hxy, hy⟩ hxy
  dsimp only at h
  linarith

/-- For `x` in `[0, 1]` and `p` in `(0, 1)`, the negative mixing entropy at `x` lies above
its tangent at `p` by at least `2 (x - p)²`. -/
theorem negEntropy_tangent_gap {x p : ℝ} (hx : x ∈ Set.Icc (0 : ℝ) 1)
    (hp : p ∈ Set.Ioo (0 : ℝ) 1) :
    2 * (x - p) ^ 2 ≤ negEntropy x - negEntropy p
      - (Real.log p - Real.log (1 - p)) * (x - p) := by
  obtain ⟨h, hh⟩ : ∃ h : ℝ → ℝ, h = fun y => y * Real.log y + (1 - y) * Real.log (1 - y)
      - (Real.log p - Real.log (1 - p)) * (y - p) - 2 * ((y - p) * (y - p)) := ⟨_, rfl⟩
  have hc : Continuous h := by
    have c1 : Continuous (fun y : ℝ => (1 - y) * Real.log (1 - y)) :=
      Real.continuous_mul_log.comp (by fun_prop : Continuous fun y : ℝ => 1 - y)
    have c2 : Continuous (fun y : ℝ => (Real.log p - Real.log (1 - p)) * (y - p)) := by
      fun_prop
    have c3 : Continuous (fun y : ℝ => 2 * ((y - p) * (y - p))) := by fun_prop
    rw [hh]
    exact ((Real.continuous_mul_log.add c1).sub c2).sub c3
  have hd : ∀ y, 0 < y → y < 1 → HasDerivAt h (Real.log y - Real.log (1 - y)
      - (Real.log p - Real.log (1 - p)) - 4 * (y - p)) y := by
    intro y h0 h1
    have d1 := Real.hasDerivAt_mul_log h0.ne'
    have d2 : HasDerivAt (fun y : ℝ => (1 - y) * Real.log (1 - y))
        ((Real.log (1 - y) + 1) * (-1)) y :=
      HasDerivAt.comp y (Real.hasDerivAt_mul_log (sub_pos.mpr h1).ne')
        ((hasDerivAt_id' y).const_sub 1)
    have d3 := (hasDerivAt_id' y).sub_const p
    rw [hh]
    exact (((d1.fun_add d2).fun_sub (d3.const_mul _)).fun_sub
      ((d3.fun_mul d3).const_mul 2)).congr_deriv (by ring)
  -- the remainder falls towards `p` from the left and rises to its right
  have key : h p ≤ h x := by
    rcases le_total x p with hxp | hpx
    · have hm : AntitoneOn h (Set.Icc x p) := by
        apply antitoneOn_of_deriv_nonpos (convex_Icc x p) hc.continuousOn
        · rw [interior_Icc]
          exact fun y hy => (hd y (hx.1.trans_lt hy.1)
            (hy.2.trans hp.2)).differentiableAt.differentiableWithinAt
        · rw [interior_Icc]
          intro y hy
          have h0 := hx.1.trans_lt hy.1
          rw [(hd y h0 (hy.2.trans hp.2)).deriv]
          linarith [logOdds_gap h0 hy.2.le hp.2]
      exact hm ⟨le_rfl, hxp⟩ ⟨hxp, le_rfl⟩ hxp
    · have hm : MonotoneOn h (Set.Icc p x) := by
        apply monotoneOn_of_deriv_nonneg (convex_Icc p x) hc.continuousOn
        · rw [interior_Icc]
          exact fun y hy => (hd y (hp.1.trans hy.1)
            (hy.2.trans_le hx.2)).differentiableAt.differentiableWithinAt
        · rw [interior_Icc]
          intro y hy
          have h1 := hy.2.trans_le hx.2
          rw [(hd y (hp.1.trans hy.1) h1).deriv]
          linarith [logOdds_gap hp.1 hy.1.le h1]
      exact hm ⟨le_rfl, hpx⟩ ⟨hpx, le_rfl⟩ hpx
  simp only [hh] at key
  unfold negEntropy
  linarith

/-- At `T > 0`, occupations `f` in `[0, 1]` with the particle number of a Fermi-Dirac vector
have a free energy above that of this vector by at least `2T` times their squared
Euclidean distance from it. -/
theorem freeEnergy_gap {T : ℝ} (hT : 0 < T) (μ : ℝ) (e f : ι → ℝ)
    (hf : ∀ i, f i ∈ Set.Icc (0 : ℝ) 1) (hN : ∑ i, f i = ∑ i, fermi T μ e i) :
    2 * T * ∑ i, (f i - fermi T μ e i) ^ 2 ≤
      freeEnergy T e f - freeEnergy T e (fermi T μ e) := by
  -- equal particle numbers allow the levels to be measured from `μ`
  have hs : ∑ i, (T * (negEntropy (f i) - negEntropy (fermi T μ e i))
        + (e i - μ) * (f i - fermi T μ e i))
      = freeEnergy T e f - freeEnergy T e (fermi T μ e)
        - μ * (∑ i, f i - ∑ i, fermi T μ e i) := by
    unfold freeEnergy
    simp only [Finset.mul_sum, ← Finset.sum_add_distrib, ← Finset.sum_sub_distrib]
    exact Finset.sum_congr rfl (fun i _ => by ring)
  rw [hN, sub_self, mul_zero, sub_zero] at hs
  rw [← hs, Finset.mul_sum]
  refine Finset.sum_le_sum (fun i _ => ?_)
  have hg := mul_le_mul_of_nonneg_left
    (negEntropy_tangent_gap (hf i) (fermi_mem_Ioo T μ e i)) hT.le
  have hl := congrArg (fun z => z * (f i - fermi T μ e i)) (fermi_logOdds hT μ e i)

  linarith

/-- If two sets of levels have Fermi-Dirac vectors of equal particle number at the same
`T > 0`, the level shifts and the occupation changes are anticorrelated, by at least `4T`
times the squared occupation change. -/
theorem fermi_response {T : ℝ} (hT : 0 < T) (μ μ' : ℝ) (e e' : ι → ℝ)
    (hN : ∑ i, fermi T μ' e' i = ∑ i, fermi T μ e i) :
    4 * T * ∑ i, (fermi T μ' e' i - fermi T μ e i) ^ 2 ≤
      -∑ i, (e' i - e i) * (fermi T μ' e' i - fermi T μ e i) := by
  -- each vector is a trial vector for the other set of levels
  have h1 := freeEnergy_gap hT μ e (fermi T μ' e')
    (fun i => Set.Ioo_subset_Icc_self (fermi_mem_Ioo T μ' e' i)) hN
  have h2 := freeEnergy_gap hT μ' e' (fermi T μ e)
    (fun i => Set.Ioo_subset_Icc_self (fermi_mem_Ioo T μ e i)) hN.symm
  have hsq : ∑ i, (fermi T μ e i - fermi T μ' e' i) ^ 2
      = ∑ i, (fermi T μ' e' i - fermi T μ e i) ^ 2 :=
    Finset.sum_congr rfl (fun i _ => by ring)
  have hx : ∑ i, (e' i - e i) * (fermi T μ' e' i - fermi T μ e i)
      = ∑ i, e' i * fermi T μ' e' i - ∑ i, e' i * fermi T μ e i
        - ∑ i, e i * fermi T μ' e' i + ∑ i, e i * fermi T μ e i := by
    simp only [← Finset.sum_add_distrib, ← Finset.sum_sub_distrib]
    exact Finset.sum_congr rfl (fun i _ => by ring)
  rw [hsq] at h2
  unfold freeEnergy at h1 h2
  rw [hx]
  linarith

/-- At fixed particle number and `T > 0`, the Euclidean change of the Fermi-Dirac
occupations is at most `1 / (4T)` times that of the levels (stated in squared form). -/
theorem fermi_lipschitz {T : ℝ} (hT : 0 < T) (μ μ' : ℝ) (e e' : ι → ℝ)
    (hN : ∑ i, fermi T μ' e' i = ∑ i, fermi T μ e i) :
    (4 * T) ^ 2 * ∑ i, (fermi T μ' e' i - fermi T μ e i) ^ 2 ≤
      ∑ i, (e' i - e i) ^ 2 := by
  have hr := mul_le_mul_of_nonneg_left (fermi_response hT μ μ' e e' hN)
    (by positivity : 0 ≤ 8 * T)
  -- complete the square in the level shifts
  have h0 : 0 ≤ ∑ i, ((e' i - e i) + 4 * T * (fermi T μ' e' i - fermi T μ e i)) ^ 2 :=
    Finset.sum_nonneg (fun i _ => sq_nonneg _)
  have hx : ∑ i, ((e' i - e i) + 4 * T * (fermi T μ' e' i - fermi T μ e i)) ^ 2
      = ∑ i, (e' i - e i) ^ 2
        + 8 * T * ∑ i, (e' i - e i) * (fermi T μ' e' i - fermi T μ e i)
        + (4 * T) ^ 2 * ∑ i, (fermi T μ' e' i - fermi T μ e i) ^ 2 := by
    simp only [Finset.mul_sum, ← Finset.sum_add_distrib]
    exact Finset.sum_congr rfl (fun i _ => by ring)
  rw [hx] at h0
  linarith

end

end FiniteTemperatureAufbau
```

```lean
#print axioms FiniteTemperatureAufbau.freeEnergy_gap
#print axioms FiniteTemperatureAufbau.fermi_lipschitz
```

```
'FiniteTemperatureAufbau.freeEnergy_gap' depends on axioms: [propext, Classical.choice, Quot.sound]
'FiniteTemperatureAufbau.fermi_lipschitz' depends on axioms: [propext, Classical.choice, Quot.sound]
```

`fermi_mem_Ioo` and `fermi_logOdds` supply the two facts about f0. `logOdds_gap` shows that L(z) − 4z is monotone on (0,1), using the perfect square above for the sign of its derivative.

`negEntropy_tangent_gap` studies the same h as the derivation. The continuity of x log x takes care of the endpoints, so derivatives are needed only in the interior. The case split `le_total x p` separates the falling side of h from the rising one, and `logOdds_gap` gives the sign of the derivative on each.

In `freeEnergy_gap`, the identity `hs` measures the levels from μ, which is allowed because the particle numbers agree. `Finset.sum_le_sum` then reduces the claim to one level, where the tangent bound and the log-odds relation combine linearly. `fermi_response` applies this theorem in both directions, and `fermi_lipschitz` expands the non-negative sum of squares and inserts the response inequality multiplied by 8T.

For your loop, this bounds the occupation step of an SCF iteration with Fermi-Dirac smearing, as long as the levels are treated as given numbers: a shift that is small compared with T can no longer move a whole electron from one level to the other. The step from there to a real iteration is the feedback through the density, in which the orbitals rotate as well and the new occupations produce new levels. Convergence depends on the strength of that feedback, so the bound alone does not guarantee it.
